# The isotropic hyperfine coupling of a spin 1/2 to an angular momentum j > 0 has exactly two levels, j/2 and −(j + 1)/2

In a one-electron or one-muon atom in an s state, the lepton spin \(\mathbf S\) couples to a nuclear spin \(\mathbf J\) of size \(j>0\) through \(K=\mathbf S\cdot\mathbf J\), whose only eigenvalues are \(j/2\) and \(-(j+1)/2\), a splitting of \(j+\tfrac12\) in units of the coupling constant (3/2 for deuterium). The proof needs only finite matrices that obey the angular-momentum commutation relations with \(\mathbf J^2=j(j+1)\), on a space of nonzero dimension.

In Lean 4 with Mathlib:

```lean
import Mathlib

open Matrix
open scoped Kronecker

namespace HyperfineSpinHalf

noncomputable section

variable {n : Type*} [Fintype n] [DecidableEq n]

/-- The x component of a spin 1/2, in units of ħ. -/
def spinX : Matrix (Fin 2) (Fin 2) ℂ := !![0, 1 / 2; 1 / 2, 0]

/-- The y component of a spin 1/2, in units of ħ. -/
def spinY : Matrix (Fin 2) (Fin 2) ℂ := !![0, -Complex.I / 2; Complex.I / 2, 0]

/-- The z component of a spin 1/2, in units of ħ. -/
def spinZ : Matrix (Fin 2) (Fin 2) ℂ := !![1 / 2, 0; 0, -1 / 2]

/-- Three matrices obey the cyclic angular-momentum relations, and their total square
is `j (j + 1)` times the identity. -/
structure IsAngularMomentum (j : ℝ) (Jx Jy Jz : Matrix n n ℂ) : Prop where
  xy : Jx * Jy - Jy * Jx = Complex.I • Jz
  yz : Jy * Jz - Jz * Jy = Complex.I • Jx
  zx : Jz * Jx - Jx * Jz = Complex.I • Jy
  casimir : Jx * Jx + Jy * Jy + Jz * Jz = ((j : ℂ) * (j + 1)) • (1 : Matrix n n ℂ)

/-- The hyperfine coupling `S · J` of a spin 1/2 to the angular momentum `J`, in units of
the coupling constant. -/
def hyperfine (Jx Jy Jz : Matrix n n ℂ) : Matrix (Fin 2 × n) (Fin 2 × n) ℂ :=
  spinX ⊗ₖ Jx + spinY ⊗ₖ Jy + spinZ ⊗ₖ Jz

/-- The number `μ` is a level of the matrix `M`: some nonzero state has eigenvalue `μ`. -/
def IsLevel {m : Type*} [Fintype m] (M : Matrix m m ℂ) (μ : ℂ) : Prop :=
  ∃ v : m → ℂ, v ≠ 0 ∧ M *ᵥ v = μ • v

/-- The products of spin-1/2 components: each square is 1/4, and a product of two different
components is `± i/2` times the third. -/
theorem spin_products :
    spinX * spinX = (1 / 4 : ℂ) • 1 ∧ spinY * spinY = (1 / 4 : ℂ) • 1 ∧
    spinZ * spinZ = (1 / 4 : ℂ) • 1 ∧
    spinX * spinY = (Complex.I / 2) • spinZ ∧ spinY * spinX = (-(Complex.I / 2)) • spinZ ∧
    spinY * spinZ = (Complex.I / 2) • spinX ∧ spinZ * spinY = (-(Complex.I / 2)) • spinX ∧
    spinZ * spinX = (Complex.I / 2) • spinY ∧ spinX * spinZ = (-(Complex.I / 2)) • spinY := by
  refine ⟨?_, ?_, ?_, ?_, ?_, ?_, ?_, ?_, ?_⟩ <;> ext a b <;> fin_cases a <;> fin_cases b <;>
    simp [spinX, spinY, spinZ, Matrix.mul_apply, Fin.sum_univ_two, Complex.ext_iff] <;> norm_num

/-- If `J` satisfies `IsAngularMomentum j`, the square of the hyperfine coupling `K` reduces to the
coupling itself and a constant: `K² + K/2 = j (j + 1)/4`. -/
theorem hyperfine_sq {j : ℝ} {Jx Jy Jz : Matrix n n ℂ} (h : IsAngularMomentum j Jx Jy Jz) :
    hyperfine Jx Jy Jz * hyperfine Jx Jy Jz + (1 / 2 : ℂ) • hyperfine Jx Jy Jz
      = ((j : ℂ) * (j + 1) / 4) • 1 := by
  obtain ⟨xx, yy, zz, xy, yx, yz, zy, zx, xz⟩ := spin_products
  -- a mixed pair of terms produces a commutator, hence a single component of `J`
  have comm : ∀ (S : Matrix (Fin 2) (Fin 2) ℂ) (A B C : Matrix n n ℂ),
      A * B - B * A = Complex.I • C →
      (Complex.I / 2) • (S ⊗ₖ (A * B)) - (Complex.I / 2) • (S ⊗ₖ (B * A))
        = (-(1 / 2) : ℂ) • (S ⊗ₖ C) := by
    intro S A B C hC
    have hAB : A * B = B * A + Complex.I • C := by rw [← hC]; abel
    have hI : Complex.I / 2 * Complex.I = -(1 / 2) := by
      linear_combination (1 / 2 : ℂ) * Complex.I_mul_I
    rw [hAB, kronecker_add, kronecker_smul, smul_add, smul_smul, hI]
    abel
  -- the squares of the three components of `J` add up to `j (j + 1)`
  have diag : (1 : Matrix (Fin 2) (Fin 2) ℂ) ⊗ₖ (Jx * Jx) + 1 ⊗ₖ (Jy * Jy) + 1 ⊗ₖ (Jz * Jz)
      = ((j : ℂ) * (j + 1)) • 1 := by
    rw [← kronecker_add, ← kronecker_add, h.casimir, kronecker_smul, one_kronecker_one]
  have hz := comm spinZ Jx Jy Jz h.xy
  have hx := comm spinX Jy Jz Jx h.yz
  have hy := comm spinY Jz Jx Jy h.zx
  simp only [hyperfine, add_mul, mul_add, ← mul_kronecker_mul, xx, yy, zz, xy, yx, yz, zy, zx,
    xz, smul_kronecker]
  linear_combination (norm := module) hx + hy + hz + (1 / 4 : ℂ) • diag

/-- If `J` satisfies `IsAngularMomentum j`, the hyperfine coupling `K` satisfies
`(K - j/2)(K + (j + 1)/2) = 0`. -/
theorem hyperfine_factor {j : ℝ} {Jx Jy Jz : Matrix n n ℂ}
    (h : IsAngularMomentum j Jx Jy Jz) :
    (hyperfine Jx Jy Jz - ((j : ℂ) / 2) • 1) * (hyperfine Jx Jy Jz + (((j : ℂ) + 1) / 2) • 1)
      = 0 := by
  have hK := hyperfine_sq h
  simp only [sub_mul, mul_add, smul_mul_assoc, mul_smul_comm, one_mul, mul_one]
  linear_combination (norm := module) hK

omit [DecidableEq n] in
/-- The hyperfine coupling is traceless, whatever the three matrices `J` are. -/
theorem hyperfine_trace (Jx Jy Jz : Matrix n n ℂ) : (hyperfine Jx Jy Jz).trace = 0 := by
  have hx : spinX.trace = 0 := by simp [spinX, Matrix.trace_fin_two]
  have hy : spinY.trace = 0 := by simp [spinY, Matrix.trace_fin_two]
  have hz : spinZ.trace = 0 := by simp [spinZ, Matrix.trace_fin_two]; ring
  simp [hyperfine, Matrix.trace_add, Matrix.trace_kronecker, hx, hy, hz]

/-- If a matrix satisfies a quadratic equation with roots `a` and `b` and is not `b` times
the identity, then `a` is one of its levels. -/
theorem isLevel_of_quadratic {m : Type*} [Fintype m] [DecidableEq m] {M : Matrix m m ℂ}
    {a b : ℂ} (h : M * M = (a + b) • M - (a * b) • 1) (hM : M ≠ b • 1) : IsLevel M a := by
  have hN : M * (M - b • 1) = a • (M - b • 1) := by
    rw [mul_sub, mul_smul_comm, mul_one, h]
    module
  by_contra hn
  apply hM
  rw [← sub_eq_zero]
  ext i k
  by_contra hik
  -- a nonzero column of `M - b` is an eigenvector
  exact hn ⟨fun l => (M - b • 1) l k, fun h0 => hik (congrFun h0 i),
    funext fun l => congrFun (congrFun hN l) k⟩

/-- If `J` satisfies `IsAngularMomentum j` with `j > 0`, on a state space of nonzero dimension, the
levels of the hyperfine coupling are exactly `j/2` and `-(j + 1)/2`. -/
theorem hyperfine_levels [Nonempty n] {j : ℝ} (hj : 0 < j) {Jx Jy Jz : Matrix n n ℂ}
    (h : IsAngularMomentum j Jx Jy Jz) (μ : ℂ) :
    IsLevel (hyperfine Jx Jy Jz) μ ↔ μ = (j : ℂ) / 2 ∨ μ = -((j : ℂ) + 1) / 2 := by
  have hK := hyperfine_sq h
  have htr := hyperfine_trace Jx Jy Jz
  generalize hyperfine Jx Jy Jz = K at hK htr ⊢
  -- in nonzero dimension, a traceless matrix is not a nonzero multiple of the identity
  have hne : ∀ b : ℂ, b ≠ 0 → K ≠ b • 1 := by
    intro b hb hKb
    rw [hKb, Matrix.trace_smul, Matrix.trace_one, smul_eq_mul] at htr
    exact mul_ne_zero hb (Nat.cast_ne_zero.mpr Fintype.card_ne_zero) htr
  have hj0 : (j : ℂ) ≠ 0 := Complex.ofReal_ne_zero.mpr hj.ne'
  have hj1 : (j : ℂ) + 1 ≠ 0 := by
    exact_mod_cast (by linarith : (0 : ℝ) < j + 1).ne'
  constructor
  · rintro ⟨v, hv, hKv⟩
    obtain ⟨i, hi⟩ := Function.ne_iff.mp hv
    have e := congrFun (congrArg (fun M => M *ᵥ v) hK) i
    simp only [Matrix.add_mulVec, Matrix.smul_mulVec, ← Matrix.mulVec_mulVec, hKv,
      Matrix.mulVec_smul, Matrix.one_mulVec, Pi.add_apply, Pi.smul_apply, smul_eq_mul] at e
    have e' : (μ - (j : ℂ) / 2) * (μ - -((j : ℂ) + 1) / 2) * v i = 0 := by
      linear_combination e
    rcases mul_eq_zero.mp ((mul_eq_zero.mp e').resolve_right hi) with h1 | h1
    · exact Or.inl (sub_eq_zero.mp h1)
    · exact Or.inr (sub_eq_zero.mp h1)
  · rintro (rfl | rfl)
    · refine isLevel_of_quadratic (b := -((j : ℂ) + 1) / 2) ?_
        (hne _ (div_ne_zero (neg_ne_zero.mpr hj1) two_ne_zero))
      linear_combination (norm := module) hK
    · refine isLevel_of_quadratic (b := (j : ℂ) / 2) ?_ (hne _ (div_ne_zero hj0 two_ne_zero))
      linear_combination (norm := module) hK


/-- The x component of a spin 1 in the Cartesian basis. -/
def oneX : Matrix (Fin 3) (Fin 3) ℂ := !![0, 0, 0; 0, 0, -Complex.I; 0, Complex.I, 0]

/-- The y component of a spin 1 in the Cartesian basis. -/
def oneY : Matrix (Fin 3) (Fin 3) ℂ := !![0, 0, Complex.I; 0, 0, 0; -Complex.I, 0, 0]

/-- The z component of a spin 1 in the Cartesian basis. -/
def oneZ : Matrix (Fin 3) (Fin 3) ℂ := !![0, -Complex.I, 0; Complex.I, 0, 0; 0, 0, 0]

/-- The Cartesian spin-1 matrices form an angular momentum with `j = 1`. -/
theorem isAngularMomentum_witness : IsAngularMomentum 1 oneX oneY oneZ := by
  constructor <;> ext a b <;> fin_cases a <;> fin_cases b <;>
    simp [oneX, oneY, oneZ]

/-- For a spin 1/2 coupled to a spin-1 nucleus such as the deuteron, the levels are exactly
`1/2` and `-1`, and any two distinct levels are `3/2` apart, in units of the coupling
constant. -/
theorem deuterium_levels :
    (∀ μ : ℂ, IsLevel (hyperfine oneX oneY oneZ) μ ↔ μ = 1 / 2 ∨ μ = -1) ∧
    ∀ μ ν : ℂ, IsLevel (hyperfine oneX oneY oneZ) μ → IsLevel (hyperfine oneX oneY oneZ) ν →
      μ ≠ ν → ‖μ - ν‖ = 3 / 2 := by
  have key : ∀ μ : ℂ, IsLevel (hyperfine oneX oneY oneZ) μ ↔ μ = 1 / 2 ∨ μ = -1 := by
    intro μ
    rw [hyperfine_levels one_pos isAngularMomentum_witness μ]
    norm_num
  refine ⟨key, fun μ ν hμ hν hne => ?_⟩
  rcases (key μ).mp hμ with rfl | rfl <;> rcases (key ν).mp hν with rfl | rfl
  · exact absurd rfl hne
  · norm_num
  · norm_num
  · exact absurd rfl hne

end

end HyperfineSpinHalf
```

```lean
#print axioms HyperfineSpinHalf.hyperfine_factor
#print axioms HyperfineSpinHalf.hyperfine_levels
#print axioms HyperfineSpinHalf.deuterium_levels
```

```
'HyperfineSpinHalf.hyperfine_factor' depends on axioms: [propext, Classical.choice, Quot.sound]
'HyperfineSpinHalf.hyperfine_levels' depends on axioms: [propext, Classical.choice, Quot.sound]
'HyperfineSpinHalf.deuterium_levels' depends on axioms: [propext, Classical.choice, Quot.sound]
```

## From the atom to the matrices

The contact interaction in an s state is usually written \(H=A\,\mathbf S\cdot\mathbf J\), with spins in units of \(\hbar\). The constant \(A\) carries the magnetic moments and the lepton density at the nucleus, so it differs greatly between ordinary and muonic deuterium, while the spin factor \(K\) is the same. That the atom's Hamiltonian reduces to this form at zero field is physical input; the theorems start from \(K\).

Many textbooks write \(\mathbf I\) for the nuclear spin and keep \(\mathbf J\) for the electronic angular momentum. Here \(\mathbf J\) is whatever the spin 1/2 couples to. In muonium it would be the spin of the positive muon, with \(j=\tfrac12\).

The lepton spin is given by the explicit matrices `spinX`, `spinY` and `spinZ`. The predicate `IsAngularMomentum j Jx Jy Jz` collects the three cyclic relations, such as \(J_xJ_y-J_yJ_x=iJ_z\), and the condition
\[
J_x^2+J_y^2+J_z^2=j(j+1)\,\mathbf 1 .
\]
The index type `n` labels a basis of the nuclear space, of dimension \(d\). Neither Hermiticity nor \(d=2j+1\) is assumed, so \(\mathbf J\) may be a direct sum of several copies of the same spin-\(j\) matrices. Several nuclei of spin \(j>0\) are a different case: their total spin takes more than one value, so its square is not a multiple of the identity. `hyperfine` is the sum of Kronecker products
\[
K=S_x\otimes J_x+S_y\otimes J_y+S_z\otimes J_z ,
\]
and `IsLevel M μ` says that some nonzero vector \(v\) satisfies \(Mv=\mu v\), with \(\mu\) a complex number.

In these terms, `hyperfine_factor` states \((K-\tfrac j2)(K+\tfrac{j+1}2)=0\) for every real \(j\) that meets the predicate. `hyperfine_trace` states \(\operatorname{Tr}K=0\) for any three matrices \(J_x,J_y,J_z\). `hyperfine_levels` adds \(j>0\) and a nonempty `n`, and says that \(\mu\) is a level if and only if it is one of the two roots. It gives no degeneracies. At \(j=0\) the equivalence fails: \(\mathbf J=0\) gives \(K=0\), and the root \(-\tfrac12\) does not occur.

## The square of the coupling

The spin-1/2 components satisfy \(S_a^2=\tfrac14\), and for different components
\[
S_xS_y=\tfrac i2S_z=-S_yS_x ,
\]
together with the cyclic permutations. `spin_products` checks all nine products entry by entry.

Squaring \(K\) gives three diagonal terms and three mixed pairs. The diagonal terms add up to
\[
\tfrac14\,\mathbf 1\otimes(J_x^2+J_y^2+J_z^2)=\tfrac14 j(j+1).
\]
The mixed pair of \(x\) and \(y\) is
\[
S_xS_y\otimes J_xJ_y+S_yS_x\otimes J_yJ_x=\tfrac i2S_z\otimes(J_xJ_y-J_yJ_x)=-\tfrac12S_z\otimes J_z ,
\]
and the other two pairs give \(-\tfrac12S_x\otimes J_x\) and \(-\tfrac12S_y\otimes J_y\). Altogether
\[
K^2+\tfrac12K=\tfrac14j(j+1),
\]
which is the same equation as \((K-\tfrac j2)(K+\tfrac{j+1}2)=0\).

In `hyperfine_sq`, the auxiliary statement `comm` handles one mixed pair and is used three times, while `diag` handles the diagonal terms. The final `linear_combination` adds the four contributions. `hyperfine_factor` then only multiplies out the product.

It would be an error to let the mixed terms cancel because different spin-1/2 components anticommute. They would cancel if the components of \(\mathbf J\) commuted, as for a classical vector. The result would be \(K^2=\tfrac14j(j+1)\), with levels \(\pm\tfrac12\sqrt{j(j+1)}\), and for deuterium a splitting of \(\sqrt2\) instead of \(3/2\).

## Why both roots occur

The trace of a Kronecker product is the product of the traces, and each spin component is traceless, so \(\operatorname{Tr}K=0\).

Suppose first that \(Kv=\mu v\) with \(v\neq0\). Applying the quadratic equation to \(v\) gives
\[
(\mu-\tfrac j2)(\mu+\tfrac{j+1}2)\,v=0 .
\]
Some component of \(v\) is nonzero, so \(\mu\) is one of the roots. The first half of `hyperfine_levels` does this with the component `v i`.

For the converse, call the roots \(a\) and \(b\), in either order. The quadratic equation can be rearranged as
\[
K(K-b)=a(K-b).
\]
Each column of \(K-b\) is therefore mapped by \(K\) to \(a\) times itself. If \(K\neq b\,\mathbf 1\), some column is nonzero and is an eigenvector for \(a\); this is `isLevel_of_quadratic`. If \(K\) were \(b\,\mathbf 1\), its trace would be \(2d\,b\), which is nonzero because \(d\geq1\) and neither root vanishes for \(j>0\). That contradicts \(\operatorname{Tr}K=0\), and the step `hne` records the contradiction.

## Deuterium

The deuteron has spin 1. The matrices `oneX`, `oneY` and `oneZ` describe it in the Cartesian basis, where \(J_z\) is not diagonal, and `isAngularMomentum_witness` verifies that they satisfy the predicate with \(j=1\). `deuterium_levels` then gives the levels \(\tfrac12\) and \(-1\), and the distance \(\tfrac32\) between any two distinct levels. In energy units the splitting is \(\tfrac32|A|\), and the sign of \(A\) decides which level lies lower.

In simulations of EPR or muon-spin spectra, the energies \(Aj/2\) and \(-A(j+1)/2\) give a quick check of an isotropic hyperfine term between one spin 1/2 and one spin \(j>0\) at zero field.
